# The nodeless bound state of a sufficiently deep Morse well, and its energy as a lower bound on trial energies

I treat the Morse Hamiltonian as a differential expression acting on real functions of one coordinate x, not as a self-adjoint operator on L². In units ħ = m = 1, take α > 0, λ > 1/2 and

V(x) = (α²λ²/2)(1 − e^(−αx))²

ψ(x) = exp(−λe^(−αx) − (λ − 1/2)αx)

I believe that ψ solves −ψ''/2 + Vψ = Eψ with E = ω/2 − α²/8 and ω = α²λ, and that no reasonable trial function has a lower mean energy. Can this be made rigorous and machine-checked, including the constant local energy that I would test in a variational Monte Carlo code?

## One logarithmic derivative gives the energy and the bound

Yes, with "reasonable" meaning real, continuously differentiable and compactly supported. For the local energy, give ψ its own parameter μ: write ψ_μ for ψ with λ replaced by μ, E(μ) = α²μ/2 − α²/8, and y = e^(−αx). The drift g = ψ_μ'/ψ_μ and its derivative are

g = αμy − (μ − 1/2)α

g' = −α²μy

Since g = −α[μ(1 − y) − 1/2], squaring and adding g' gives

ψ_μ''/ψ_μ = g' + g² = α²[μ²(1 − y)² − μ + 1/4]

With H = −½ d²/dx² + V, where V keeps the parameter λ, the local energy is therefore

Hψ_μ/ψ_μ = E(μ) + (α²/2)(λ² − μ²)(1 − y)²

Setting μ = λ gives the Schrödinger equation. Conversely, y = 1 at x = 0 and y < 1 at x = 1, so a constant local energy forces λ² = μ², hence μ = λ when both are positive.

For normalisability, write

ψ² = exp(−2λy − (2λ − 1)αx)

If λ > 1/2, this is at most e^(−(2λ−1)αx) for x > 0. For x ≤ 0, the inequality y ≥ 1 − αx bounds it by e^(αx). If λ ≤ 1/2, then ψ² ≥ e^(−2|λ|) for all x > 0, and the integral diverges.

For the energy bound, let φ be a trial function and set μ = λ, so that g' + g² = 2(V − E). Then

(φ' − gφ)² = φ'² − (gφ²)' + 2(V − E)φ²

The total derivative integrates to zero because φ has compact support, leaving

∫(φ'²/2 + Vφ²) − E∫φ² = ½∫(φ' − gφ)² ≥ 0

**Numbers for α = λ = 1.** Here E = 3/8. At x = ln 2, y = 1/2, g = 0 and g' = −1/2, so the kinetic part is 1/4, V = 1/8, and the sum is 3/8. With μ = 2 the local energy is 7/8 at x = 0 but 1/2 at x = ln 2.

## What `morse_ground_state` says

Lean's `lam` and `mu` are λ and μ; `psi`, `drift` and `energy` are ψ, g and E. The theorem states that ψ is positive, that ψ² is integrable, that the Schrödinger equation holds at every x, and that E∫φ² is at most the energy integral of every admissible φ. Neither ψ nor φ is normalised; for nonzero φ, dividing by ∫φ² gives the mean energy.

The kinetic energy of φ is ∫φ'²/2, so no second derivative is needed. The condition λ > 1/2 says that the well is deep enough, for its range, to hold this state. The trial class of the energy bound excludes ψ and every ψ_μ, since none of them has compact support, and the theorem does not treat the excited states or the rest of the spectrum.

```lean
import Mathlib

open MeasureTheory

namespace MorseBenchmark

noncomputable section

/-- The Morse potential with range parameter `α` and depth parameter `lam`. -/
def morseV (α lam x : ℝ) : ℝ := α ^ 2 * lam ^ 2 / 2 * (1 - Real.exp (-α * x)) ^ 2

/-- The harmonic frequency `ω = α² lam`. -/
def omega (α lam : ℝ) : ℝ := α ^ 2 * lam

/-- The energy `ω / 2 - α² / 8`. -/
def energy (α lam : ℝ) : ℝ := omega α lam / 2 - α ^ 2 / 8

/-- The Morse wave function, not normalised. -/
def psi (α lam x : ℝ) : ℝ :=
  Real.exp (-lam * Real.exp (-α * x) - (lam - 1 / 2) * α * x)

/-- The drift `α lam exp(-α x) - (lam - 1/2) α`. -/
def drift (α lam x : ℝ) : ℝ := α * lam * Real.exp (-α * x) - (lam - 1 / 2) * α

/-- The Morse Hamiltonian `-(1/2) d²/dx² + V` acting on a real function. -/
def hamiltonian (α lam : ℝ) (f : ℝ → ℝ) (x : ℝ) : ℝ :=
  -(1 / 2) * deriv (deriv f) x + morseV α lam x * f x

/-- The local energy `(H f)(x) / f(x)` of a trial function. -/
def localEnergy (α lam : ℝ) (f : ℝ → ℝ) (x : ℝ) : ℝ := hamiltonian α lam f x / f x

/-- The derivative of the wave function is the drift times the wave function. -/
theorem psi_hasDerivAt (α lam x : ℝ) :
    HasDerivAt (psi α lam) (drift α lam x * psi α lam x) x := by
  have h0 : HasDerivAt (fun t : ℝ => -α * t) (-α) x :=
    ((hasDerivAt_id' x).const_mul (-α)).congr_deriv (mul_one _)
  have h1 := (hasDerivAt_id' x).const_mul ((lam - 1 / 2) * α)
  refine ((h0.exp.const_mul (-lam)).fun_sub h1).exp.congr_deriv ?_
  simp only [drift, psi]
  ring

/-- The derivative of the drift is `-α² lam exp(-α x)`. -/
theorem drift_hasDerivAt (α lam x : ℝ) :
    HasDerivAt (drift α lam) (-(α ^ 2 * lam * Real.exp (-α * x))) x := by
  have h0 : HasDerivAt (fun t : ℝ => -α * t) (-α) x :=
    ((hasDerivAt_id' x).const_mul (-α)).congr_deriv (mul_one _)
  refine ((h0.exp.const_mul (α * lam)).sub_const ((lam - 1 / 2) * α)).congr_deriv ?_
  ring

/-- The Hamiltonian with parameter `lam` applied to the trial function with parameter `mu`
gives a constant plus a multiple of `(1 - exp(-α x))²`, times the trial function. -/
theorem hamiltonian_psi (α lam mu x : ℝ) :
    hamiltonian α lam (psi α mu) x =
      (energy α mu + α ^ 2 * (lam ^ 2 - mu ^ 2) / 2 * (1 - Real.exp (-α * x)) ^ 2)
        * psi α mu x := by
  have hd : deriv (psi α mu) = fun y => drift α mu y * psi α mu y :=
    funext fun y => (psi_hasDerivAt α mu y).deriv
  rw [hamiltonian, hd, ((drift_hasDerivAt α mu x).fun_mul (psi_hasDerivAt α mu x)).deriv]
  simp only [drift, morseV, energy, omega]
  ring

/-- For `α > 0` and `lam > 0`, within the family of trial functions `psi α mu` with `mu > 0`, the
local energy is the same at every point exactly when `mu` equals the parameter `lam` of the
potential. -/
theorem localEnergy_constant_iff {α lam mu : ℝ} (hα : 0 < α) (hlam : 0 < lam) (hmu : 0 < mu) :
    (∃ c, ∀ x, localEnergy α lam (psi α mu) x = c) ↔ mu = lam := by
  have hE : ∀ x, localEnergy α lam (psi α mu) x =
      energy α mu + α ^ 2 * (lam ^ 2 - mu ^ 2) / 2 * (1 - Real.exp (-α * x)) ^ 2 := by
    intro x
    have hp : psi α mu x ≠ 0 := (Real.exp_pos _).ne'
    rw [localEnergy, hamiltonian_psi, mul_div_assoc, div_self hp, mul_one]
  constructor
  · rintro ⟨c, hc⟩
    -- compare the bottom of the well with the point x = 1
    have h0 := hc 0
    have h1 := hc 1
    rw [hE] at h0 h1
    have e0 : Real.exp (-α * 0) = 1 := by simp
    rw [e0] at h0
    have he : Real.exp (-α * 1) < 1 := Real.exp_lt_one_iff.2 (by linarith)
    have h2 : (lam ^ 2 - mu ^ 2) * (α ^ 2 / 2 * (1 - Real.exp (-α * 1)) ^ 2) = 0 := by
      linear_combination h1 - h0
    have hpos : 0 < α ^ 2 / 2 * (1 - Real.exp (-α * 1)) ^ 2 :=
      mul_pos (by positivity) (pow_pos (sub_pos.2 he) 2)
    have h3 := (mul_eq_zero.1 h2).resolve_right hpos.ne'
    have h4 : (mu - lam) * (lam + mu) = 0 := by linear_combination -h3
    rcases mul_eq_zero.1 h4 with h | h <;> linarith
  · rintro rfl
    exact ⟨energy α mu, fun x => by rw [hE]; ring⟩

/-- For `α > 0` the wave function is square integrable exactly when `lam > 1/2`. -/
theorem psi_sq_integrable_iff {α : ℝ} (hα : 0 < α) (lam : ℝ) :
    Integrable (fun x => psi α lam x ^ 2) ↔ 1 / 2 < lam := by
  have hsq : ∀ x, psi α lam x ^ 2 =
      Real.exp (2 * (-lam * Real.exp (-α * x) - (lam - 1 / 2) * α * x)) := by
    intro x
    rw [psi, pow_two, ← Real.exp_add]
    congr 1
    ring
  have hcont : Continuous (fun x => psi α lam x ^ 2) :=
    (continuous_iff_continuousAt.2 fun x => (psi_hasDerivAt α lam x).continuousAt).pow 2
  constructor
  · intro h
    by_contra hle
    have hle' : lam ≤ 1 / 2 := not_lt.1 hle
    -- the density stays above a positive constant on the right half-line
    have hconst : IntegrableOn (fun _ : ℝ => Real.exp (-2 * |lam|)) (Set.Ioi 0) := by
      refine Integrable.mono' h.integrableOn aestronglyMeasurable_const
        ((ae_restrict_iff' measurableSet_Ioi).2 (ae_of_all _ fun x hx => ?_))
      have hx0 : 0 < x := hx
      rw [Real.norm_of_nonneg (Real.exp_pos _).le, hsq]
      apply Real.exp_le_exp.2
      have hax : 0 < α * x := mul_pos hα hx0
      have he : Real.exp (-α * x) ≤ 1 := Real.exp_le_one_iff.2 (by linarith)
      have h1 := mul_le_mul_of_nonneg_right (le_abs_self lam) (Real.exp_pos (-α * x)).le
      have h2 := mul_le_mul_of_nonneg_left he (abs_nonneg lam)
      have h3 := mul_nonneg (sub_nonneg.2 hle') hax.le
      linarith
    simp [integrableOn_const_iff] at hconst
  · intro hl
    have hl0 : 0 < lam := by linarith
    -- exponential bounds on the two half-lines
    have hleft : IntegrableOn (fun x => psi α lam x ^ 2) (Set.Iic 0) := by
      refine Integrable.mono' (integrableOn_exp_mul_Iic hα 0) hcont.aestronglyMeasurable
        (ae_of_all _ fun x => ?_)
      rw [Real.norm_of_nonneg (sq_nonneg _), hsq]
      apply Real.exp_le_exp.2
      have h1 := mul_le_mul_of_nonneg_left (Real.add_one_le_exp (-α * x)) hl0.le
      linarith
    have hright : IntegrableOn (fun x => psi α lam x ^ 2) (Set.Ioi 0) := by
      have hb : 0 < (2 * lam - 1) * α := mul_pos (by linarith) hα
      refine Integrable.mono' (exp_neg_integrableOn_Ioi 0 hb) hcont.aestronglyMeasurable
        (ae_of_all _ fun x => ?_)
      rw [Real.norm_of_nonneg (sq_nonneg _), hsq]
      apply Real.exp_le_exp.2
      have h1 := mul_pos hl0 (Real.exp_pos (-α * x))
      linarith
    have hall := hleft.union hright
    rwa [Set.Iic_union_Ioi, integrableOn_univ] at hall

/-- The energy of a continuously differentiable, compactly supported real trial function `φ`,
measured from `energy α lam` times its squared norm, is half the integral of `(φ' - drift φ)²`. -/
theorem energy_excess (α lam : ℝ) {φ : ℝ → ℝ} (hφ : ContDiff ℝ 1 φ)
    (hc : HasCompactSupport φ) :
    (∫ x, ((deriv φ x) ^ 2 / 2 + morseV α lam x * φ x ^ 2)) - energy α lam * ∫ x, φ x ^ 2 =
      1 / 2 * ∫ x, (deriv φ x - drift α lam x * φ x) ^ 2 := by
  have hφ0 : Continuous φ := hφ.continuous
  have hφ1 : Continuous (deriv φ) := hφ.continuous_deriv le_rfl
  have hg : Continuous (drift α lam) :=
    continuous_iff_continuousAt.2 fun x => (drift_hasDerivAt α lam x).continuousAt
  have hV : Continuous (morseV α lam) := by
    show Continuous fun x => α ^ 2 * lam ^ 2 / 2 * (1 - Real.exp (-α * x)) ^ 2
    fun_prop
  have hint : ∀ F : ℝ → ℝ, Continuous F →
      (∀ x, φ x = 0 → deriv φ x = 0 → F x = 0) → Integrable F := fun F hF h0 =>
    hF.integrable_of_hasCompactSupport (HasCompactSupport.intro hc.isCompact fun x hx =>
      h0 x (image_eq_zero_of_notMem_tsupport hx) (by
        by_contra h
        exact hx (support_deriv_subset (Function.mem_support.mpr h))))
  let D : ℝ → ℝ := fun x => -(α ^ 2 * lam * Real.exp (-α * x)) * (φ x * φ x) +
    drift α lam x * (deriv φ x * φ x + φ x * deriv φ x)
  have iD : Integrable D := hint D (by fun_prop) (fun x h h' => by simp [D, h, h'])
  have iA := hint (fun x => (deriv φ x) ^ 2 / 2 + morseV α lam x * φ x ^ 2)
    (by fun_prop) (fun x h h' => by simp [h, h'])
  have iN := hint (fun x => φ x ^ 2) (by fun_prop) (fun x h _ => by simp [h])
  have iS := hint (fun x => (deriv φ x - drift α lam x * φ x) ^ 2)
    (by fun_prop) (fun x h h' => by simp [h, h'])
  have iB := hint (fun x => drift α lam x * (φ x * φ x)) (by fun_prop)
    (fun x h _ => by simp [h])
  -- the total derivative of drift * φ² integrates to zero
  have hzero : ∫ x, D x = 0 := by
    refine integral_eq_zero_of_hasDerivAt_of_integrable (fun x => ?_) iD iB
    have hd : HasDerivAt φ (deriv φ x) x := (hφ.differentiable one_ne_zero x).hasDerivAt
    exact (drift_hasDerivAt α lam x).fun_mul (hd.fun_mul hd)
  -- completing the square under the integral
  have key : ∫ x, (((deriv φ x) ^ 2 / 2 + morseV α lam x * φ x ^ 2)
        - energy α lam * φ x ^ 2) =
      ∫ x, (1 / 2 * (deriv φ x - drift α lam x * φ x) ^ 2 + 1 / 2 * D x) := by
    congr 1
    funext x
    simp only [D, drift, morseV, energy, omega]
    ring
  rw [integral_sub iA (iN.const_mul _), integral_add (iS.const_mul _) (iD.const_mul _),
    integral_const_mul, integral_const_mul, integral_const_mul, hzero] at key
  linarith

/-- For `α > 0` and `lam > 1/2` the Morse wave function is positive, square integrable and solves
the Schrödinger equation with energy `ω/2 - α²/8`, and no continuously differentiable, compactly
supported real trial function has a lower mean energy. -/
theorem morse_ground_state {α lam : ℝ} (hα : 0 < α) (hlam : 1 / 2 < lam) :
    (∀ x, 0 < psi α lam x) ∧
    Integrable (fun x => psi α lam x ^ 2) ∧
    (∀ x, hamiltonian α lam (psi α lam) x = energy α lam * psi α lam x) ∧
    ∀ φ : ℝ → ℝ, ContDiff ℝ 1 φ → HasCompactSupport φ →
      energy α lam * ∫ x, φ x ^ 2 ≤
        ∫ x, ((deriv φ x) ^ 2 / 2 + morseV α lam x * φ x ^ 2) := by
  refine ⟨fun x => Real.exp_pos _, (psi_sq_integrable_iff hα lam).2 hlam, fun x => ?_,
    fun φ hφ hc => ?_⟩
  · rw [hamiltonian_psi]
    ring
  · have h := energy_excess α lam hφ hc
    have hS : 0 ≤ ∫ x, (deriv φ x - drift α lam x * φ x) ^ 2 :=
      integral_nonneg fun x => sq_nonneg _
    linarith

end

end MorseBenchmark
```

```lean
#print axioms MorseBenchmark.localEnergy_constant_iff
#print axioms MorseBenchmark.morse_ground_state
```

```
'MorseBenchmark.localEnergy_constant_iff' depends on axioms: [propext, Classical.choice, Quot.sound]
'MorseBenchmark.morse_ground_state' depends on axioms: [propext, Classical.choice, Quot.sound]
```

## From the drift to the completed square in Lean

`psi_hasDerivAt` and `drift_hasDerivAt` supply the two derivatives. `hamiltonian_psi` applies the product rule to gψ_μ, and `ring` does the algebra. `localEnergy_constant_iff` compares x = 0 with x = 1, as above.

`psi_sq_integrable_iff` proves the half-line bounds by comparing exponents, with `Real.add_one_le_exp` supplying y ≥ 1 − αx. In `energy_excess`, `hint` derives integrability from compact support, `hzero` removes the total derivative, and `key` completes the square. The main theorem combines these results with the non-negativity of a square.

For this one-particle, one-dimensional model, a variational Monte Carlo code that takes ψ_μ with μ = λ as its trial function and differentiates it analytically should return a local energy of 3/8 at every sampled point when α = λ = 1, up to rounding. A constant local energy does not by itself signal a bound state: for 0 < λ ≤ 1/2 it is still constant at μ = λ, but ψ is not normalisable.
